# At fixed Fermi energy, level energies and coupling, a BCS gap that survives blocking is smaller

**Q.** What exactly is the result?

**A.** Let g > 0 be the pairing strength, and let the gap D > 0 solve the gap equation on a finite set S of levels. If D' > 0 solves it on a proper subset T, then D' < D. An unpaired particle in level j makes that level unavailable to pairs, so T is S without j. In this mean-field model, with g and the level energies relative to the Fermi energy held fixed, that is why an odd particle weakens pairing in a nucleus or a small superconducting grain.

**Q.** Show me by hand first.

**A.** Write ξₖ for the energy of level k measured from the Fermi energy, and set

Eₖ(D) = √(ξₖ² + D²)

F_S(D) = g ∑_{k∈S} 1/(2Eₖ(D))

The gap equation is F_S(D) = 1. Removing levels removes positive terms, so at the old gap

F_T(D) = F_S(D) − g ∑_{k∈S∖T} 1/(2Eₖ(D)) < 1

Suppose D' ≥ D. Then Eₖ(D') ≥ Eₖ(D) for every k, hence

F_T(D') ≤ F_T(D) < 1

This contradicts F_T(D') = 1, so D' < D.

**Q.** Does the Lean code describe the same objects?

**A.** Levels are labelled by a type `ι`, and `ξ` assigns each label a real energy. The quasiparticle energy is Eₖ(D).

```lean
import Mathlib

open Finset

namespace BlockingEffect

noncomputable section

variable {ι : Type*}

/-- Quasiparticle energy of a level with energy `x`, measured from the Fermi energy,
at pairing gap `D`. -/
def qpEnergy (x D : ℝ) : ℝ := Real.sqrt (x ^ 2 + D ^ 2)
```

The sum F_S(D) is `gapSum`. Each k stands for one pair of time-reversed states. The factor 1/2 belongs to the pairing interaction −g ∑ₖₗ Pₖ†Pₗ, where Pₖ† creates a pair in level k and the sum runs over all k and l.

```lean
/-- The pairing sum `g ∑ 1 / (2 E_k)` over the set `S` of levels open to pairs. -/
def gapSum (g : ℝ) (ξ : ι → ℝ) (S : Finset ι) (D : ℝ) : ℝ :=
  g * ∑ k ∈ S, 1 / (2 * qpEnergy (ξ k) D)
```

**Q.** The original self-consistency condition also has the normal solution D = 0. Where is it?

**A.** It is excluded: `IsGap` requires D to be positive as well as F_S(D) = 1.

```lean
/-- `D` is a positive solution of the gap equation on the set `S` of open levels. -/
def IsGap (g : ℝ) (ξ : ι → ℝ) (S : Finset ι) (D : ℝ) : Prop :=
  0 < D ∧ gapSum g ξ S D = 1
```

**Q.** And what does the model leave out?

**A.** The coupling is one attractive constant, hence g > 0, and the temperature is zero. The ξₖ stay fixed under blocking, whereas a calculation that conserves the mean particle number would in general also shift the chemical potential, which is called the Fermi energy here. The existence of D' is assumed.

**Q.** How does the proof follow your argument?

**A.** It starts with positive energies, which allow the reciprocals to be compared. `gapSum_anti` then compares the sums term by term: a larger gap gives larger energies and smaller reciprocals.

```lean
/-- Quasiparticle energies are positive when the gap is positive. -/
theorem qpEnergy_pos (x : ℝ) {D : ℝ} (hD : 0 < D) : 0 < qpEnergy x D :=
  Real.sqrt_pos.mpr (by positivity)

/-- At fixed open levels, the pairing sum does not increase when the gap grows. -/
theorem gapSum_anti {g : ℝ} (hg : 0 < g) (ξ : ι → ℝ) (S : Finset ι) {D₁ D₂ : ℝ}
    (h₁ : 0 < D₁) (h : D₁ ≤ D₂) : gapSum g ξ S D₂ ≤ gapSum g ξ S D₁ := by
  unfold gapSum
  apply mul_le_mul_of_nonneg_left _ hg.le
  apply Finset.sum_le_sum
  intro k _
  have hp := qpEnergy_pos (ξ k) h₁
  have hE : qpEnergy (ξ k) D₁ ≤ qpEnergy (ξ k) D₂ :=
    Real.sqrt_le_sqrt (by nlinarith)
  exact one_div_le_one_div_of_le (by linarith) (by linarith)
```

The next lemma is the contradiction step: if F at some D > 0 is below 1, any solution on the same levels lies below D.

```lean
/-- For positive `g` and `D`, if the pairing sum at `D` is below one, every solution of the gap
equation on the same levels lies below `D`. -/
theorem gap_lt_of_gapSum_lt_one {g : ℝ} (hg : 0 < g) {ξ : ι → ℝ} {S : Finset ι}
    {D D' : ℝ} (hD : 0 < D) (hlt : gapSum g ξ S D < 1) (h' : IsGap g ξ S D') :
    D' < D := by
  by_contra hn
  have h := gapSum_anti hg ξ S hD (not_lt.mp hn)
  rw [h'.2] at h
  linarith
```

The main theorem supplies F_T(D) < 1. It picks a blocked level `i` in S but not in T, whose positive term makes the inequality strict.

```lean
/-- **Blocking effect.** If only a proper subset `T` of the levels `S` remains open to
pairs, the gap on `T` is strictly smaller than the gap on `S`. -/
theorem blocking_reduces_gap {g : ℝ} (hg : 0 < g) {ξ : ι → ℝ} {S T : Finset ι}
    (hTS : T ⊂ S) {D D' : ℝ} (h : IsGap g ξ S D) (h' : IsGap g ξ T D') : D' < D := by
  apply gap_lt_of_gapSum_lt_one hg h.1 _ h'
  rw [← h.2]
  -- the blocked levels contributed a positive amount to the pairing sum
  obtain ⟨i, hiS, hiT⟩ := Finset.exists_of_ssubset hTS
  have hpos : ∀ k, 0 < 1 / (2 * qpEnergy (ξ k) D) := fun k => by
    have := qpEnergy_pos (ξ k) h.1
    positivity
  unfold gapSum
  exact mul_lt_mul_of_pos_left
    (Finset.sum_lt_sum_of_subset hTS.subset hiS hiT (hpos i)
      (fun k _ _ => (hpos k).le)) hg
```

**Q.** Does it matter which level is blocked?

**A.** Yes. Blocking j subtracts one explicit term.

```lean
/-- Blocking the level `j` removes the term `g / (2 E_j)` from the pairing sum. -/
theorem gapSum_erase [DecidableEq ι] (g : ℝ) (ξ : ι → ℝ) {S : Finset ι} {j : ι}
    (hj : j ∈ S) (D : ℝ) :
    gapSum g ξ (S.erase j) D = gapSum g ξ S D - g / (2 * qpEnergy (ξ j) D) := by
  have h := Finset.add_sum_erase S (fun k => 1 / (2 * qpEnergy (ξ k) D)) hj
  beta_reduce at h
  unfold gapSum
  rw [← h]
  ring
```

Let Dᵢ and Dⱼ be the gaps with i or j blocked, and let |ξᵢ| < |ξⱼ|. At Dⱼ the sum without j is 1, so the sum without i is

1 + g/(2Eⱼ(Dⱼ)) − g/(2Eᵢ(Dⱼ)) < 1

because Eᵢ(Dⱼ) < Eⱼ(Dⱼ). The contradiction lemma gives Dᵢ < Dⱼ: blocking the level closer to the Fermi energy reduces the gap more. The proof takes these same steps.

```lean
/-- Blocking a level `i` closer to the Fermi energy leaves a smaller gap than blocking
a level `j` farther away. -/
theorem closer_level_blocks_more [DecidableEq ι] {g : ℝ} (hg : 0 < g) {ξ : ι → ℝ}
    {S : Finset ι} {i j : ι} (hi : i ∈ S) (hj : j ∈ S) (hij : |ξ i| < |ξ j|)
    {Di Dj : ℝ} (h₁ : IsGap g ξ (S.erase i) Di) (h₂ : IsGap g ξ (S.erase j) Dj) :
    Di < Dj := by
  apply gap_lt_of_gapSum_lt_one hg h₂.1 _ h₁
  have hsum := h₂.2
  rw [gapSum_erase g ξ hj] at hsum
  rw [gapSum_erase g ξ hi]
  -- the closer level has the lower quasiparticle energy, hence the larger term
  have hE : qpEnergy (ξ i) Dj < qpEnergy (ξ j) Dj :=
    Real.sqrt_lt_sqrt (by positivity) (by have := sq_lt_sq.mpr hij; linarith)
  have hp := qpEnergy_pos (ξ i) h₂.1
  have hterm : g / (2 * qpEnergy (ξ j) Dj) < g / (2 * qpEnergy (ξ i) Dj) :=
    div_lt_div_of_pos_left hg (by linarith) (by linarith)
  linarith
```

**Q.** Is there a case I can solve completely?

**A.** Put n ≥ 1 levels at the Fermi energy. Then every Eₖ(D) = D, and

gn/(2D) = 1, so D = gn/2

The Lean proof first reduces the sum to this form, then solves for D in both directions.

```lean
/-- For a nonempty degenerate shell at the Fermi energy, the gap is `g / 2` times the
number of open levels. -/
theorem degenerate_gap_iff {g : ℝ} (hg : 0 < g) {S : Finset ι} (hS : S.Nonempty)
    (D : ℝ) : IsGap g (fun _ => 0) S D ↔ D = g * (S.card : ℝ) / 2 := by
  have hc : (0 : ℝ) < (S.card : ℝ) := by exact_mod_cast hS.card_pos
  have key : 0 < D → gapSum g (fun _ => 0) S D = g * (S.card : ℝ) / (2 * D) := by
    intro hD
    have hE : qpEnergy 0 D = D := by
      rw [qpEnergy, zero_pow two_ne_zero, zero_add, Real.sqrt_sq hD.le]
    simp only [gapSum, hE, Finset.sum_const, nsmul_eq_mul]
    ring
  constructor
  · rintro ⟨hD, h⟩
    rw [key hD, div_eq_one_iff_eq (by positivity)] at h
    linarith
  · intro h
    have hD : 0 < D := by
      rw [h]
      positivity
    refine ⟨hD, ?_⟩
    rw [key hD, div_eq_one_iff_eq (by positivity)]
    linarith
```

With n ≥ 2, blocking one level leaves g(n − 1)/2, a loss of exactly g/2. The code subtracts the two formulas, using the fact that the cardinality drops by one.

```lean
/-- In a degenerate shell at the Fermi energy, blocking one of at least two levels
lowers the gap by exactly `g / 2`. -/
theorem degenerate_blocking [DecidableEq ι] {g : ℝ} (hg : 0 < g) {S : Finset ι} {j : ι}
    (hj : j ∈ S) (hS : (S.erase j).Nonempty) {D D' : ℝ}
    (h : IsGap g (fun _ => 0) S D) (h' : IsGap g (fun _ => 0) (S.erase j) D') :
    D - D' = g / 2 := by
  rw [degenerate_gap_iff hg ⟨j, hj⟩] at h
  rw [degenerate_gap_iff hg hS] at h'
  have hc : ((S.erase j).card : ℝ) + 1 = (S.card : ℝ) := by
    exact_mod_cast Finset.card_erase_add_one hj
  rw [h, h', ← hc]
  ring
```

**Q.** You assumed that D' exists. Can it fail to?

**A.** It can. Take levels at 3 and −3 with g = 5.

```lean
/-- Two levels placed symmetrically about the Fermi energy, at `3` and `-3`. -/
def twoLevels : Fin 2 → ℝ := ![3, -3]
```

At D = 4 both quasiparticle energies are √(9 + 16) = 5, and 5 · (1/10 + 1/10) = 1. With either level blocked, the remaining one has quasiparticle energy at least 3, so

5/(2√(9 + D'²)) ≤ 5/6 < 1

and no positive gap exists. The proof evaluates the first sum and bounds the second in the same way.

```lean
/-- Blocking can destroy pairing: at `g = 5` the two levels `3` and `-3` have the gap
`4`, but with either level blocked the gap equation has no positive solution. -/
theorem blocking_destroys_pairing :
    IsGap 5 twoLevels univ 4 ∧
      ∀ (j : Fin 2) (D' : ℝ), ¬ IsGap 5 twoLevels (univ.erase j) D' := by
  have hsq : ∀ k, twoLevels k ^ 2 = 9 := by
    intro k
    fin_cases k <;> norm_num [twoLevels]
  constructor
  · have hE : ∀ k, qpEnergy (twoLevels k) 4 = 5 := by
      intro k
      rw [qpEnergy, hsq, show (9 : ℝ) + 4 ^ 2 = 5 ^ 2 by norm_num,
        Real.sqrt_sq (by norm_num)]
    refine ⟨by norm_num, ?_⟩
    simp only [gapSum, hE, Finset.sum_const, Finset.card_univ, Fintype.card_fin,
      nsmul_eq_mul]
    norm_num
  · rintro j D' ⟨_, h⟩
    -- the remaining level contributes at most 5/6, whatever the gap
    have hb := Finset.sum_le_card_nsmul (univ.erase j)
      (fun k => 1 / (2 * qpEnergy (twoLevels k) D')) (1 / 6) (by
        intro k _
        have hE : 3 ≤ qpEnergy (twoLevels k) D' := by
          rw [qpEnergy, Real.le_sqrt' (by norm_num), hsq]
          nlinarith [sq_nonneg D']
        exact one_div_le_one_div_of_le (by norm_num) (by linarith))
    have hc : (univ.erase j).card = 1 := by
      rw [Finset.card_erase_of_mem (Finset.mem_univ j), Finset.card_univ,
        Fintype.card_fin]
    rw [hc, one_nsmul] at hb
    unfold gapSum at h
    linarith

end

end BlockingEffect
```

```lean
#print axioms BlockingEffect.blocking_reduces_gap
-- 'BlockingEffect.blocking_reduces_gap' depends on axioms: [propext, Classical.choice, Quot.sound]
#print axioms BlockingEffect.closer_level_blocks_more
-- 'BlockingEffect.closer_level_blocks_more' depends on axioms: [propext, Classical.choice, Quot.sound]
#print axioms BlockingEffect.degenerate_blocking
-- 'BlockingEffect.degenerate_blocking' depends on axioms: [propext, Classical.choice, Quot.sound]
#print axioms BlockingEffect.blocking_destroys_pairing
-- 'BlockingEffect.blocking_destroys_pairing' depends on axioms: [propext, Classical.choice, Quot.sound]
```

**Q.** Where would I meet this in a program?

**A.** In the loop that evaluates the gap equation, which skips the blocked index. At fixed ξₖ and g, the old gap D is an upper bracket for the new root. If the blocked sum exceeds 1 at some small positive trial gap, bisection between that value and D finds D'. A solver should also be able to report that there is no positive root.
